# Generators of real orbital rotations between classes: a space of dimension (n² − Σ n_b²)/2

## Orbitals with class labels

The partition of the orbitals is represented by a labelling function c, which sends each of n orbitals to its class. The classes are therefore disjoint and cover all orbitals automatically, and a class may be empty. A rotation is represented by its generator, a real antisymmetric matrix K, with exp(K) as the orthogonal transformation of the orbitals. A generator is called non-redundant if it has no entries within a class:

K_ij = −K_ji for all i, j, and K_ij = 0 whenever c(i) = c(j).

The physics behind the second condition is an invariance of the energy. In a complete-active-space wavefunction, mixing core orbitals among themselves, or virtual orbitals among themselves, leaves the state unchanged, because the core orbitals are doubly occupied and the virtual ones are empty. Mixing active orbitals can be compensated by the configuration coefficients. Such rotations need no parameters of their own. This invariance motivates the definition and is not derived here; for a truncated active-space expansion, active-active rotations can change the energy.

## Counting the free parameters

Let n_b be the number of orbitals in class b, and let d be the number of pairs i < j with c(i) ≠ c(j).

A non-redundant K is fixed by its d entries K_ij on these pairs. The mirror entries follow from K_ji = −K_ij, and all others vanish, including the diagonal. Conversely, any d real numbers placed on these pairs and completed in this way give a non-redundant K. The correspondence is linear, so the dimension is d.

To find d, sort the n² ordered pairs (i, j) into three kinds:

- pairs from different classes with i < j, of which there are d;
- pairs from different classes with j < i, also d, by exchanging i and j;
- pairs from the same class, n_b² for each b.

Hence

2d + Σ n_b² = n²,

d = (n² − Σ n_b²)/2.

For core, active and virtual orbitals, labelled 0, 1 and 2, we have n = n_0 + n_1 + n_2. Expanding the square gives

n² = n_0² + n_1² + n_2² + 2(n_0 n_1 + n_0 n_2 + n_1 n_2),

d = n_0 n_1 + n_0 n_2 + n_1 n_2.

With 2 core, 3 active and 4 virtual orbitals, d = 6 + 8 + 12 = 26. For real orbitals without symmetry restrictions, this is the length of the orbital-gradient vector in a complete-active-space calculation that optimises all the orbitals and leaves out rotations within classes. With an empty active class it reduces to the closed-shell count n_0 n_2.

## Separating off the within-class part

Let P_b be the projector onto class b, a diagonal matrix with entry 1 for orbitals in b and 0 otherwise. For any real matrix K,

(P_b K)_ij = (P_b)_ii K_ij,

(K P_b)_ij = K_ij (P_b)_jj.

Suppose that K commutes with every P_b. If c(i) ≠ c(j), choosing b = c(i) makes the first expression K_ij and the second 0, so K_ij = 0. Conversely, suppose that K has no entries between classes. Where c(i) = c(j), the two projector entries agree; elsewhere K_ij = 0. The two products are then equal.

Now let K be antisymmetric, and let M keep its entries between classes and have zeros within them. Then M is non-redundant, and K − M has only within-class entries, so it commutes with every P_b. No other choice works: within classes a non-redundant matrix must vanish, and between classes commutation forces its entries to equal those of K.

This is a splitting of generators. In general exp(K) is not the product of exp(M) and exp(K − M), because the two parts need not commute.

## The statement in Lean

The labelling is `c : Fin n → β`, with orbitals numbered from 0. The space `nonredundant c` is a real submodule of the n by n matrices, defined by the two conditions on K, and `classSize c b` is n_b.

The main theorem, `finrank_nonredundant`, gives the dimension for any finite type of labels. It is stated in the rationals, where subtraction and division have their usual meaning, so the formula can be read without first checking that the difference is non-negative and even. The theorem `finrank_core_active_virtual` specialises to labels in `Fin 3` and returns to natural numbers. The results `commutes_iff` and `existsUnique_nonredundant_part` express the projector criterion and the unique splitting.

The theorems concern matrices and labels only: no energy, wavefunction or matrix exponential appears. Complex orbitals and point-group symmetry, which can change the count, are not covered.

```lean
import Mathlib

open Matrix

namespace RedundantRotations

noncomputable section

variable {n : ℕ} {β : Type*}

/-- The non-redundant rotation generators: real antisymmetric matrices that vanish
between orbitals of the same class. -/
def nonredundant (c : Fin n → β) : Submodule ℝ (Matrix (Fin n) (Fin n) ℝ) where
  carrier := {K | Kᵀ = -K ∧ ∀ i j, c i = c j → K i j = 0}
  zero_mem' := ⟨by simp, fun _ _ _ => rfl⟩
  add_mem' := by
    rintro A B ⟨hA, hA'⟩ ⟨hB, hB'⟩
    exact ⟨by rw [transpose_add, hA, hB, neg_add],
      fun i j h => by simp [hA' i j h, hB' i j h]⟩
  smul_mem' := by
    rintro r A ⟨hA, hA'⟩
    exact ⟨by rw [transpose_smul, hA, smul_neg], fun i j h => by simp [hA' i j h]⟩

/-- The number of orbitals in class `b`. -/
def classSize [DecidableEq β] (c : Fin n → β) (b : β) : ℕ :=
  (Finset.univ.filter (fun i => c i = b)).card

/-- The orbital pairs `i < j` taken from two different classes. -/
abbrev RotationPair (c : Fin n → β) :=
  {p : Fin n × Fin n // p.1 < p.2 ∧ c p.1 ≠ c p.2}

/-- The projector onto the orbitals of class `b`. -/
def classProjector [DecidableEq β] (c : Fin n → β) (b : β) : Matrix (Fin n) (Fin n) ℝ :=
  diagonal fun i => if c i = b then 1 else 0

/-- A non-redundant generator corresponds linearly to one free real parameter for each
pair of orbitals from different classes. -/
def paramEquiv [DecidableEq β] (c : Fin n → β) :
    nonredundant c ≃ₗ[ℝ] (RotationPair c → ℝ) where
  toFun K p := K.1 p.1.1 p.1.2
  map_add' _ _ := rfl
  map_smul' _ _ := rfl
  invFun x := ⟨Matrix.of fun i j =>
      if h : i < j ∧ c i ≠ c j then x ⟨(i, j), h⟩
      else if h : j < i ∧ c j ≠ c i then -x ⟨(j, i), h⟩ else 0, by
    constructor
    · ext i j
      simp only [Matrix.transpose_apply, Matrix.neg_apply, Matrix.of_apply]
      by_cases h1 : i < j ∧ c i ≠ c j
      · have h2 : ¬(j < i ∧ c j ≠ c i) := fun h => lt_asymm h1.1 h.1
        simp only [dif_pos h1, dif_neg h2]
      · by_cases h2 : j < i ∧ c j ≠ c i
        · simp only [dif_neg h1, dif_pos h2, neg_neg]
        · simp only [dif_neg h1, dif_neg h2, neg_zero]
    · intro i j h
      have h1 : ¬(i < j ∧ c i ≠ c j) := fun q => q.2 h
      have h2 : ¬(j < i ∧ c j ≠ c i) := fun q => q.2 h.symm
      simp only [of_apply, dif_neg h1, dif_neg h2]⟩
  left_inv := by
    rintro ⟨K, hK, hK0⟩
    apply Subtype.ext
    ext i j
    simp only [of_apply]
    by_cases h1 : i < j ∧ c i ≠ c j
    · simp only [dif_pos h1]
    · by_cases h2 : j < i ∧ c j ≠ c i
      · -- below the diagonal, antisymmetry restores the entry
        simp only [dif_neg h1, dif_pos h2]
        exact (congrFun (congrFun hK j) i).symm
      · have hc : c i = c j := by
          by_contra hne
          rcases lt_trichotomy i j with h | h | h
          · exact h1 ⟨h, hne⟩
          · exact hne (congrArg c h)
          · exact h2 ⟨h, Ne.symm hne⟩
        simp only [dif_neg h1, dif_neg h2]
        exact (hK0 i j hc).symm
  right_inv := by
    intro x
    funext p
    exact dif_pos p.2

/-- The ordered pairs of orbitals in a common class number the sum of the squared
class sizes. -/
theorem card_same_class [Fintype β] [DecidableEq β] (c : Fin n → β) :
    (Finset.univ.filter (fun p : Fin n × Fin n => c p.1 = c p.2)).card
      = ∑ b, classSize c b ^ 2 := by
  rw [Finset.card_eq_sum_card_fiberwise (f := fun p : Fin n × Fin n => c p.1)
    (t := Finset.univ) (fun _ _ => by simp)]
  refine Finset.sum_congr rfl fun b _ => ?_
  rw [classSize, sq, ← Finset.card_product]
  congr 1
  ext ⟨i, j⟩
  simp only [Finset.mem_filter, Finset.mem_univ, true_and, Finset.mem_product]
  constructor
  · rintro ⟨h1, h2⟩
    exact ⟨h2, h1.symm.trans h2⟩
  · rintro ⟨h1, h2⟩
    exact ⟨h1.trans h2.symm, h1⟩

/-- Twice the number of inter-class orbital pairs, plus the sum of the squared class
sizes, is the square of the number of orbitals. -/
theorem card_rotationPair [Fintype β] [DecidableEq β] (c : Fin n → β) :
    2 * Fintype.card (RotationPair c) + ∑ b, classSize c b ^ 2 = n ^ 2 := by
  -- exchanging the two orbitals matches the upper and lower triangles
  have hswap : (Finset.univ.filter
        (fun p : Fin n × Fin n => p.1 < p.2 ∧ c p.1 ≠ c p.2)).card
      = (Finset.univ.filter
        (fun p : Fin n × Fin n => p.2 < p.1 ∧ c p.2 ≠ c p.1)).card :=
    Finset.card_bij (fun p _ => p.swap) (fun p hp => by simpa using hp)
      (fun p _ q _ h => Prod.swap_injective h)
      (fun p hp => ⟨p.swap, by simpa using hp, Prod.swap_swap p⟩)
  -- every ordered pair is of exactly one of three kinds
  have htot : (Finset.univ.filter
        (fun p : Fin n × Fin n => p.1 < p.2 ∧ c p.1 ≠ c p.2)).card
      + (Finset.univ.filter
        (fun p : Fin n × Fin n => p.2 < p.1 ∧ c p.2 ≠ c p.1)).card
      + (Finset.univ.filter (fun p : Fin n × Fin n => c p.1 = c p.2)).card = n ^ 2 := by
    rw [Finset.card_filter, Finset.card_filter, Finset.card_filter,
      ← Finset.sum_add_distrib, ← Finset.sum_add_distrib]
    trans ∑ _p : Fin n × Fin n, 1
    · refine Finset.sum_congr rfl fun p _ => ?_
      by_cases hc : c p.1 = c p.2
      · simp [hc]
      · have hc' : ¬c p.2 = c p.1 := fun e => hc e.symm
        rcases lt_trichotomy p.1 p.2 with h | h | h
        · simp [h, lt_asymm h, hc]
        · exact absurd (congrArg c h) hc
        · simp [h, lt_asymm h, hc, hc']
    · simp [sq]
  rw [card_same_class] at htot
  rw [Fintype.card_subtype]
  omega

/-- The space of non-redundant rotation generators has dimension `(n² - ∑ n_b²) / 2`, where `n_b`
are the class sizes. -/
theorem finrank_nonredundant [Fintype β] [DecidableEq β] (c : Fin n → β) :
    (Module.finrank ℝ (nonredundant c) : ℚ)
      = ((n : ℚ) ^ 2 - ∑ b, (classSize c b : ℚ) ^ 2) / 2 := by
  have hdim : Module.finrank ℝ (nonredundant c) = Fintype.card (RotationPair c) :=
    (paramEquiv c).finrank_eq.trans (Module.finrank_fintype_fun_eq_card ℝ)
  have h := card_rotationPair c
  rw [← hdim] at h
  have hq : 2 * (Module.finrank ℝ (nonredundant c) : ℚ)
      + ∑ b, (classSize c b : ℚ) ^ 2 = (n : ℚ) ^ 2 := by exact_mod_cast h
  linarith

/-- With core (0), active (1) and virtual (2) orbitals, the number of rotation parameters
is the sum of the core-active, core-virtual and active-virtual products of class sizes. -/
theorem finrank_core_active_virtual (c : Fin n → Fin 3) :
    Module.finrank ℝ (nonredundant c) = classSize c 0 * classSize c 1
      + classSize c 0 * classSize c 2 + classSize c 1 * classSize c 2 := by
  have hn : ∑ b, classSize c b = n := by
    have h := Finset.card_eq_sum_card_fiberwise (s := (Finset.univ : Finset (Fin n)))
      (f := c) (t := Finset.univ) (fun _ _ => by simp)
    simpa [classSize] using h.symm
  have h := finrank_nonredundant c
  rw [Fin.sum_univ_three] at hn h
  have hq : (n : ℚ) = classSize c 0 + classSize c 1 + classSize c 2 := by
    exact_mod_cast hn.symm
  rw [hq] at h
  have h' : (Module.finrank ℝ (nonredundant c) : ℚ) = classSize c 0 * classSize c 1
      + classSize c 0 * classSize c 2 + classSize c 1 * classSize c 2 := by
    rw [h]
    ring
  exact_mod_cast h'

/-- A matrix commutes with every class projector exactly when it has no entries between
different classes. -/
theorem commutes_iff [DecidableEq β] (c : Fin n → β) (K : Matrix (Fin n) (Fin n) ℝ) :
    (∀ b, classProjector c b * K = K * classProjector c b)
      ↔ ∀ i j, c i ≠ c j → K i j = 0 := by
  constructor
  · intro h i j hij
    have h1 := congrFun (congrFun (h (c i)) i) j
    simpa [classProjector, diagonal_mul, mul_diagonal, Ne.symm hij] using h1
  · intro h b
    ext i j
    simp only [classProjector, diagonal_mul, mul_diagonal]
    by_cases hij : c i = c j
    · rw [hij, mul_comm]
    · rw [h i j hij, mul_zero, zero_mul]

/-- Every antisymmetric generator has a unique non-redundant part whose remainder
commutes with all class projectors. -/
theorem existsUnique_nonredundant_part [DecidableEq β] (c : Fin n → β)
    (K : Matrix (Fin n) (Fin n) ℝ) (hK : Kᵀ = -K) :
    ∃! M, M ∈ nonredundant c ∧
      ∀ b, classProjector c b * (K - M) = (K - M) * classProjector c b := by
  refine ⟨Matrix.of fun i j => if c i = c j then 0 else K i j, ⟨⟨?_, ?_⟩, ?_⟩, ?_⟩
  · ext i j
    have h1 : K j i = -K i j := congrFun (congrFun hK i) j
    by_cases h : c i = c j
    · simp [h]
    · simp [h, Ne.symm h, h1]
  · intro i j h
    simp [h]
  · rw [commutes_iff]
    intro i j h
    simp [h]
  · -- the inter-class entries of the non-redundant part are forced
    rintro N ⟨⟨_, hN⟩, hcomm⟩
    ext i j
    by_cases h : c i = c j
    · simp [h, hN i j h]
    · have h1 := (commutes_iff c (K - N)).1 hcomm i j h
      rw [Matrix.sub_apply] at h1
      simp only [of_apply, if_neg h]
      linarith

end

end RedundantRotations
```

```lean
#print axioms RedundantRotations.finrank_nonredundant
#print axioms RedundantRotations.finrank_core_active_virtual
#print axioms RedundantRotations.existsUnique_nonredundant_part
```

```
'RedundantRotations.finrank_nonredundant' depends on axioms: [propext, Classical.choice, Quot.sound]
'RedundantRotations.finrank_core_active_virtual' depends on axioms: [propext, Classical.choice, Quot.sound]
'RedundantRotations.existsUnique_nonredundant_part' depends on axioms: [propext, Classical.choice, Quot.sound]
```

## How the proof follows the count

The equivalence `paramEquiv` is the parametrisation by d numbers. Its forward map reads the entries on `RotationPair c`, the type of pairs i < j from different classes. Its inverse fills a matrix by cases: the parameter above the diagonal, its negative below, zero otherwise. In `left_inv`, antisymmetry recovers the lower entries, and trichotomy of i and j shows that every remaining entry belongs to a same-class pair.

The lemma `card_same_class` groups same-class pairs by their common label; each group is the product of a class with itself, which gives n_b². In `card_rotationPair`, `hswap` matches the two triangles by exchanging the orbitals. Then `htot` adds the indicator functions of the three kinds of pair and checks that they sum to 1 on every pair. The tactic `omega` combines these into 2d + Σ n_b² = n², with no subtraction.

For `finrank_nonredundant`, the equivalence identifies the dimension with d, the counting identity is cast to the rationals, and `linarith` solves for the dimension. The three-class theorem first proves that the class sizes add up to n, then substitutes this sum and expands with `ring`.

The forward direction of `commutes_iff` evaluates the commutation relation at b = c(i), as above; the reverse direction compares entries in the two cases. The last theorem supplies M explicitly and checks its antisymmetry, its zeros within classes and the commutation of the remainder. For uniqueness, it takes a competitor `N` and applies `commutes_iff` to `K - N`, which fixes the entries between classes.
